# A real Hamiltonian matrix has nonpositive off-diagonal elements exactly when its imaginary-time propagator is entrywise nonnegative at all nonnegative times

Whether a Hamiltonian has a sign problem depends on the basis in which it is written, so the Hamiltonian is modelled here as a matrix and not as an abstract operator. Take two states coupled by a real amplitude $g$,

$$H=\begin{pmatrix}0&-g\\-g&0\end{pmatrix},\qquad e^{-sH}=\begin{pmatrix}\cosh sg&\sinh sg\\ \sinh sg&\cosh sg\end{pmatrix}.$$

For $g>0$ and $s\ge 0$ every entry of the propagator is nonnegative. For $g<0$ and $s>0$ the off-diagonal entries are negative, yet changing the sign of one basis vector turns the second case into the first. A real $n\times n$ matrix $H$ records the basis together with the operator, and "no sign problem" is used here in the narrow sense that the entries of $e^{-sH}$ in that basis are nonnegative for all $s\ge 0$.

An alternative would be to start from a self-adjoint operator and ask for some orthonormal basis in which its off-diagonal elements are nonpositive. That condition would be empty in finite dimension: in an eigenbasis all off-diagonal elements vanish. Fixing the basis, as is done here, gives the condition content.

## Shifting the diagonal makes every term of the series nonnegative

Let $H$ be a real $n\times n$ matrix with entries $H_{ij}$, and let $s\ge 0$ be the imaginary time, in units where $sH$ is dimensionless. The claim is that $H_{ij}\le 0$ for all $i\neq j$ if and only if $(e^{-sH})_{ij}\ge 0$ for all $i,j$ and all $s\ge 0$.

Suppose first that the off-diagonal elements are nonpositive. The matrix $-H$ then has nonnegative off-diagonal elements, but its diagonal may have either sign, so its exponential series may contain negative terms. Choose a number $c$ with $H_{ii}\le c$ for every $i$; the sum $c=\sum_k|H_{kk}|$ will do. With $I$ the identity matrix, put

$$A=s(cI-H).$$

Its diagonal elements are $s(c-H_{ii})\ge 0$, and its off-diagonal elements are $-sH_{ij}\ge 0$. Every entry of $A$ is nonnegative.

The powers of $A$ inherit this property. The zeroth power is $I$, whose entries are 0 and 1, and if $A^k$ has nonnegative entries, then so has $A^{k+1}$, because

$$(A^{k+1})_{ij}=\sum_l (A^k)_{il}A_{lj}\ge 0 .$$

In the series $e^A=\sum_k A^k/k!$ each term is therefore entrywise nonnegative, and keeping only the term $k=0$ gives $(e^A)_{ij}\ge I_{ij}$.

The original propagator is recovered from $-sH=-scI+A$. Since a multiple of the identity commutes with every matrix, the exponential factorises:

$$e^{-sH}=e^{-sc}\,e^{A},\qquad (e^{-sH})_{ij}\ge e^{-sc}I_{ij}\ge 0 .$$

Moving the zero of energy has changed the propagator only by a positive factor. The bound also shows that the diagonal entries are at least $e^{-sc}$, hence strictly positive.

For the converse, suppose that all entries of $e^{-sH}$ are nonnegative for every $s\ge 0$, and fix $i\ne j$. The function $f(s)=(e^{-sH})_{ij}$ satisfies $f(0)=I_{ij}=0$ and $f'(0)=-H_{ij}$. For $s>0$ the difference quotient $(f(s)-f(0))/s=f(s)/s$ is nonnegative, so its limit is too. Thus $-H_{ij}\ge 0$.

This argument uses arbitrarily short times. Nonnegativity at a single $s>0$ would not be enough: for $H=\begin{pmatrix}0&1\\-1&0\end{pmatrix}$ the propagator is a rotation, which returns to the identity at $s=2\pi$ although $H_{12}=1$. This matrix is not symmetric and so not a physical Hamiltonian, but a single time is not enough for symmetric matrices either. The matrix $H=\begin{pmatrix}0&-2&1\\-2&0&-2\\1&-2&0\end{pmatrix}$ has $H_{13}=1$, yet its lowest eigenvalue is nondegenerate and has an eigenvector with strictly positive components. This eigenvector dominates $e^{-sH}$ at large $s$, so all entries are positive there.

Finally, let $\psi$ be a vector with components $\psi_i\ge 0$, and suppose again that the off-diagonal elements of $H$ are nonpositive. All terms of $(e^{-sH}\psi)_i=\sum_j (e^{-sH})_{ij}\psi_j$ are nonnegative, and retaining only $j=i$ gives

$$(e^{-sH}\psi)_i\ge e^{-sc}\psi_i .$$

A nonnegative wave function stays nonnegative, and a component that starts positive stays positive. Imaginary-time evolution does not in general preserve the norm. If $\psi\ne 0$, the evolved vector $\varphi=e^{-sH}\psi$ is also nonzero, and the normalised components $\varphi_i/\lVert\varphi\rVert$ have the same signs as $\varphi_i$.

## The matrix, its basis and the sign condition

The type `n` labels the basis states. It is finite, so the result covers lattice models with finitely many basis states and truncated basis sets, but not an operator on an infinite-dimensional space.

In Lean 4 with Mathlib:

```lean
import Mathlib

open Matrix Filter Topology

namespace ImaginaryTimeNoSignProblem

noncomputable section

variable {n : Type*} [Fintype n] [DecidableEq n]
```

The sign condition is a property of the matrix `H`. It says nothing about the diagonal, and for a single basis state it holds automatically. Symmetry is not required. A physical Hamiltonian with real matrix elements is symmetric in an orthonormal basis, so it is included as a special case; complex matrix elements, such as those produced by a magnetic field, are not.

```lean
/-- All off-diagonal matrix elements of the Hamiltonian are nonpositive. -/
def IsStoquastic (H : Matrix n n ℝ) : Prop :=
  ∀ i j, i ≠ j → H i j ≤ 0
```

The propagator is the matrix exponential of $-sH$. The parameter `s` may be any real number here, and the condition `0 ≤ s` enters only in the theorems that need it. Read as an inverse temperature, the same $s$ makes $e^{-sH}$ the unnormalised thermal density matrix when $H$ is symmetric.

```lean
/-- The imaginary-time propagator `exp(-sH)`. -/
def imagTimePropagator (H : Matrix n n ℝ) (s : ℝ) : Matrix n n ℝ :=
  NormedSpace.exp (-(s • H))
```

## Nonnegative powers and the exponential series

The first lemma is the induction on the power. Its `succ` case writes out the matrix product and observes that a sum of products of nonnegative numbers is nonnegative.

```lean
/-- Powers of a matrix with nonnegative entries have nonnegative entries. -/
theorem pow_entry_nonneg {A : Matrix n n ℝ} (hA : ∀ i j, 0 ≤ A i j) (k : ℕ) :
    ∀ i j, 0 ≤ (A ^ k) i j := by
  induction k with
  | zero =>
    intro i j
    rw [pow_zero, Matrix.one_apply]
    split_ifs <;> norm_num
  | succ k ih =>
    intro i j
    rw [pow_succ, Matrix.mul_apply]
    exact Finset.sum_nonneg fun l _ => mul_nonneg (ih i l) (hA l j)
```

The next lemma is the inequality $(e^A)_{ij}\ge I_{ij}$. The Mathlib lemma used for the convergence of the series is stated for normed algebras, so the proof supplies a norm on matrices locally. The statement itself mentions no norm. The series converges as a series of matrices, and `h2` passes to the entry $(i,j)$ by applying the continuous linear map that reads it off. Then `le_hasSum` says that a sum of nonnegative terms is at least any one of them, here the term with index 0.

```lean
/-- The exponential of a matrix with nonnegative entries is, entry by entry, at least the
identity matrix. -/
theorem one_le_exp_entry {A : Matrix n n ℝ} (hA : ∀ i j, 0 ≤ A i j) (i j : n) :
    (1 : Matrix n n ℝ) i j ≤ (NormedSpace.exp A) i j := by
  let : NormedRing (Matrix n n ℝ) := Matrix.linftyOpNormedRing
  let : NormedAlgebra ℝ (Matrix n n ℝ) := Matrix.linftyOpNormedAlgebra
  -- read off one entry of the exponential series
  have h := NormedSpace.exp_series_hasSum_exp' (𝕂 := ℝ) A
  have h2 := (LinearMap.toContinuousLinearMap (Matrix.entryLinearMap ℝ ℝ i j)).hasSum h
  -- every term is nonnegative, so the sum is at least its zeroth term
  have h3 := le_hasSum h2 0 (fun k _ => by
    change 0 ≤ ((k.factorial : ℝ)⁻¹) * (A ^ k) i j
    exact mul_nonneg (by positivity) (pow_entry_nonneg hA k i j))
  simp at h3
  exact h3
```

## Changing the zero of energy

The shift identity holds for every real matrix and all real `s` and `c`, with no sign condition. In the proof, `hsplit` is the decomposition $-sH=-scI+s(cI-H)$, and `hexp` says that the exponential of a multiple of the identity is the exponential of the number times the identity. Factorising the exponential of the sum is allowed because the two parts commute.

```lean
/-- Shifting the energy zero by `c` multiplies the propagator by a scalar factor:
`exp(-sH) = e^{-sc} exp(s(c - H))`. -/
theorem propagator_shift (H : Matrix n n ℝ) (s c : ℝ) :
    imagTimePropagator H s =
      Real.exp (-(s * c)) • NormedSpace.exp (s • (c • (1 : Matrix n n ℝ) - H)) := by
  have hexp : NormedSpace.exp (algebraMap ℝ (Matrix n n ℝ) (-(s * c))) =
      algebraMap ℝ (Matrix n n ℝ) (Real.exp (-(s * c))) := by
    let : NormedRing (Matrix n n ℝ) := Matrix.linftyOpNormedRing
    let : NormedAlgebra ℝ (Matrix n n ℝ) := Matrix.linftyOpNormedAlgebra
    rw [Real.exp_eq_exp_ℝ]
    exact (NormedSpace.algebraMap_exp_comm _).symm
  have hsplit : -(s • H) = algebraMap ℝ (Matrix n n ℝ) (-(s * c)) +
      s • (c • (1 : Matrix n n ℝ) - H) := by
    rw [Algebra.algebraMap_eq_smul_one]
    module
  -- the scalar part commutes with the rest, so the exponential factorises
  rw [imagTimePropagator, hsplit,
    Matrix.exp_add_of_commute _ _ (Algebra.commute_algebraMap_left _ _), hexp,
    Algebra.algebraMap_eq_smul_one, smul_mul_assoc, one_mul]
```

Now the sign condition enters. The statement `hA` checks the entries of $s(cI-H)$ in two cases: on the diagonal it uses $H_{ii}\le c$, off the diagonal it uses `IsStoquastic H`. The series bound is then multiplied by the positive number $e^{-sc}$.

```lean
/-- If the off-diagonal elements of `H` are nonpositive and its diagonal elements are at most `c`,
then, for `s ≥ 0`, `exp(-sH)` is, entry by entry, at least `e^{-sc}` times the identity. -/
theorem propagator_lower_bound {H : Matrix n n ℝ} (hH : IsStoquastic H) {c s : ℝ}
    (hc : ∀ i, H i i ≤ c) (hs : 0 ≤ s) (i j : n) :
    Real.exp (-(s * c)) * (1 : Matrix n n ℝ) i j ≤ imagTimePropagator H s i j := by
  -- the shifted generator has only nonnegative entries
  have hA : ∀ a b, 0 ≤ (s • (c • (1 : Matrix n n ℝ) - H)) a b := by
    intro a b
    rw [Matrix.smul_apply, Matrix.sub_apply, Matrix.smul_apply, smul_eq_mul, smul_eq_mul]
    apply mul_nonneg hs
    by_cases hab : a = b
    · subst hab
      rw [Matrix.one_apply_eq]
      linarith [hc a]
    · rw [Matrix.one_apply_ne hab]
      linarith [hH a b hab]
  rw [propagator_shift H s c, Matrix.smul_apply, smul_eq_mul]
  exact mul_le_mul_of_nonneg_left (one_le_exp_entry hA i j) (Real.exp_pos _).le
```

A suitable `c` has to exist for every matrix, and the sum of the absolute diagonal elements is an explicit choice. It is usually far from the smallest possible one, but only its existence matters for the sign of the propagator.

```lean
omit [DecidableEq n] in
/-- Every diagonal element of `H` is at most the sum of the absolute diagonal elements. -/
theorem diag_le_sum_abs (H : Matrix n n ℝ) (i : n) : H i i ≤ ∑ k, |H k k| :=
  (le_abs_self _).trans
    (Finset.single_le_sum (f := fun k => |H k k|) (fun _ _ => abs_nonneg _) (Finset.mem_univ i))
```

With this value of `c`, the lower bound is $e^{-sc}$ on the diagonal and 0 elsewhere, which gives the nonnegativity of every entry.

```lean
/-- If the off-diagonal elements of `H` are nonpositive, every entry of `exp(-sH)` is nonnegative
for `s ≥ 0`. -/
theorem propagator_nonneg {H : Matrix n n ℝ} (hH : IsStoquastic H) {s : ℝ} (hs : 0 ≤ s)
    (i j : n) : 0 ≤ imagTimePropagator H s i j := by
  refine le_trans ?_ (propagator_lower_bound hH (diag_le_sum_abs H) hs i j)
  apply mul_nonneg (Real.exp_pos _).le
  rw [Matrix.one_apply]
  split_ifs <;> norm_num
```

## The short-time slope recovers the sign condition

The equivalence quantifies over all `s ≥ 0` on its right-hand side. Its forward direction is the theorem just proved. For the converse, `hd` establishes that the entry $(i,j)$ of the propagator has derivative $-H_{ij}$ at $s=0$, and `h0` that an off-diagonal entry vanishes there. The proof of `hslope` takes the limit of the difference quotients from the right, since the hypothesis gives no information about negative imaginary times.

```lean
/-- The off-diagonal elements of `H` are all nonpositive exactly when every entry of `exp(-sH)`
is nonnegative at all imaginary times `s ≥ 0`. -/
theorem stoquastic_iff_propagator_nonneg (H : Matrix n n ℝ) :
    IsStoquastic H ↔ ∀ s : ℝ, 0 ≤ s → ∀ i j, 0 ≤ imagTimePropagator H s i j := by
  refine ⟨fun hH s hs i j => propagator_nonneg hH hs i j, fun h i j hij => ?_⟩
  -- the entry has slope `-H i j` at `s = 0`
  have hd : HasDerivAt (fun s : ℝ => imagTimePropagator H s i j) (-(H i j)) 0 := by
    have hf : (fun s : ℝ => imagTimePropagator H s i j) =
        fun s : ℝ => (NormedSpace.exp (s • (-H)) : Matrix n n ℝ) i j := by
      funext s
      rw [imagTimePropagator, smul_neg]
    have hv : ((NormedSpace.exp ((0 : ℝ) • (-H)) : Matrix n n ℝ) * (-H)) i j = -(H i j) := by
      simp
    rw [hf, ← hv]
    let : NormedRing (Matrix n n ℝ) := Matrix.linftyOpNormedRing
    let : NormedAlgebra ℝ (Matrix n n ℝ) := Matrix.linftyOpNormedAlgebra
    have h1 := hasDerivAt_exp_smul_const (𝕂 := ℝ) (-H) (0 : ℝ)
    have h2 := (LinearMap.toContinuousLinearMap
      (Matrix.entryLinearMap ℝ ℝ i j)).hasFDerivAt.comp_hasDerivAt (0 : ℝ) h1
    exact h2
  have h0 : imagTimePropagator H 0 i j = 0 := by
    simp [imagTimePropagator, Matrix.one_apply_ne hij]
  -- difference quotients from the right are nonnegative, hence so is the slope
  have hslope : 0 ≤ -(H i j) := by
    refine ge_of_tendsto hd.tendsto_slope_zero_right ?_
    filter_upwards [self_mem_nhdsWithin] with t ht
    have ht' : (0 : ℝ) < t := ht
    rw [zero_add, h0, sub_zero, smul_eq_mul]
    exact mul_nonneg (inv_nonneg.mpr ht'.le) (h t ht'.le i j)
  linarith
```

The equivalence concerns the individual entries of the propagator, which is narrower than the question of whether some simulation has a sign problem. In the two-state example with $g<0$, the propagator has negative entries, but every closed path contains an even number of hops, so the contributions to the trace of $e^{-sH}$ are still nonnegative.

## Evolution of a nonnegative wave function

The wave function is a real vector `ψ`, not assumed to be normalised, and `*ᵥ` is the matrix-vector product. The first part of the conclusion sums the nonnegative terms collected in `hterm`. The second needs the strictly positive diagonal entry `hdiag`, which comes from the bound $e^{-sc}$, and then compares the whole sum with its term $j=i$.

```lean
/-- For nonpositive off-diagonal elements of `H` and `s ≥ 0`, imaginary-time evolution by `exp(-sH)`
keeps a nonnegative wave function nonnegative, and each component that is positive at the start
stays positive. -/
theorem evolved_state_nonneg {H : Matrix n n ℝ} (hH : IsStoquastic H) {s : ℝ} (hs : 0 ≤ s)
    {ψ : n → ℝ} (hψ : ∀ i, 0 ≤ ψ i) :
    (∀ i, 0 ≤ (imagTimePropagator H s *ᵥ ψ) i) ∧
      ∀ i, 0 < ψ i → 0 < (imagTimePropagator H s *ᵥ ψ) i := by
  have hterm : ∀ i j, 0 ≤ imagTimePropagator H s i j * ψ j :=
    fun i j => mul_nonneg (propagator_nonneg hH hs i j) (hψ j)
  refine ⟨fun i => Finset.sum_nonneg fun j _ => hterm i j, fun i hi => ?_⟩
  -- the diagonal element of the propagator is strictly positive
  have hdiag : 0 < imagTimePropagator H s i i := by
    have hb := propagator_lower_bound hH (diag_le_sum_abs H) hs i i
    rw [Matrix.one_apply_eq, mul_one] at hb
    exact lt_of_lt_of_le (Real.exp_pos _) hb
  exact lt_of_lt_of_le (mul_pos hdiag hi)
    (Finset.single_le_sum (f := fun j => imagTimePropagator H s i j * ψ j)
      (fun j _ => hterm i j) (Finset.mem_univ i))

end

end ImaginaryTimeNoSignProblem
```

```lean
#print axioms ImaginaryTimeNoSignProblem.stoquastic_iff_propagator_nonneg
-- 'ImaginaryTimeNoSignProblem.stoquastic_iff_propagator_nonneg' depends on axioms: [propext, Classical.choice, Quot.sound]
#print axioms ImaginaryTimeNoSignProblem.evolved_state_nonneg
-- 'ImaginaryTimeNoSignProblem.evolved_state_nonneg' depends on axioms: [propext, Classical.choice, Quot.sound]
```

For components that start at zero, the theorem claims only that they do not become negative. They may remain zero for all times, as they do when $H$ is diagonal.

## The same shift in a Monte Carlo or series calculation

For a finite real matrix with nonpositive off-diagonal elements, the result means that the entries of $e^{-sH}$ can serve as unnormalised statistical weights in quantum Monte Carlo. The Hamiltonian of a many-electron system in a basis of Slater determinants generally has off-diagonal elements of both signs, and then the equivalence says that some entry of the propagator is negative at some imaginary time.

The shift also appears directly in code. Written out, the factorised propagator is

$$e^{-sH}=e^{-sc}\sum_{k=0}^{\infty}\frac{s^k}{k!}(cI-H)^k .$$

Under the sign condition, with $s\ge 0$ and $c\ge H_{ii}$ for every $i$, all terms are entrywise nonnegative, so they can be summed without cancellation or sampled as weights. Stochastic series expansion methods add a constant to the diagonal part of the Hamiltonian for this purpose. The size of the constant is a matter of cost: a larger $c$ leaves the exact propagator unchanged but moves weight to higher orders $k$, so more terms have to be kept.

In a projector method with a short time step $\tau>0$, the corresponding first-order matrix is $I-\tau(H-EI)$, where $E$ is an adjustable energy shift. Its off-diagonal elements $-\tau H_{ij}$ are nonnegative under the same condition on $H$, while its diagonal elements are nonnegative only if $\tau(H_{ii}-E)\le 1$ for every $i$. This restricts the time step of the approximation; the exact exponential has no such restriction.
